# The symmetric Trotter step matches an exponential with a cubic correction up to a fifth-order error

In auxiliary-field Monte Carlo, imaginary-time propagation under $H=K+V$, with one-body part $K$ and interaction $V$, is cut into short steps of length $\tau$ so that the factors $e^{-\tau K}$ and $e^{-\tau V}$ can be treated one at a time, which is usually easier than treating $e^{-\tau(K+V)}$ directly. A common choice for one step is the symmetric product $e^{-\tau K/2}e^{-\tau V}e^{-\tau K/2}$. If $K$ and $V$ do not commute, this is not the propagator of $H$. Which generator does it follow instead, and to what order in $\tau$?

## The generator that one step follows

Put $X=-K$, $Y=-V$, $t=\tau$, and let $X$ and $Y$ be complex square matrices. With $[X,Y]=XY-YX$, define

$$S(t)=e^{tX/2}e^{tY}e^{tX/2},\qquad C=-\tfrac1{24}[X,[X,Y]]+\tfrac1{12}[Y,[Y,X]].$$

Then there is a constant $M$, depending on $X$ and $Y$ but not on $t$, such that for all real $|t|\le 1$

$$\bigl\|S(t)-e^{t(X+Y)+t^3C}\bigr\|\le M|t|^5 .$$

No $t^4$ term is needed in the exponent for this accuracy, and the $t^3$ term vanishes when $X$ and $Y$ commute. For a Hamiltonian represented by a finite matrix, one step is therefore propagation under

$$H-\tfrac{\tau^2}{24}[K,[K,V]]+\tfrac{\tau^2}{12}[V,[V,K]],$$

up to an error of order $\tau^5$ in the propagator.

## Matching the two expansions order by order

**The corrected exponential.** For now let $A$ and $C$ be any two matrices, and write $Z=tA+t^3C=tB$ with $B=A+t^2C$. Cutting the exponential series after $Z^4/24$ leaves

$$\Bigl\|\sum_{n\ge0}\frac{Z^{n+5}}{(n+5)!}\Bigr\|\le\|Z\|^5\sum_{n\ge0}\frac{\|Z\|^n}{n!}=\|Z\|^5e^{\|Z\|}.$$

If $\|B\|\le L$ for all $|t|\le1$, then $\|Z\|\le |t|L\le L$, and the remainder is at most $L^5e^{L}|t|^5$. In the terms that are kept,

$$\begin{aligned}
B^2&=A^2+t^2(AC+CA)+t^4C^2,\\
B^3&=A^3+t^2(CB^2+ACB+A^2C),\\
B^4&=A^4+t^2(CB^3+ACB^2+A^2CB+A^3C).
\end{aligned}$$

Multiplying by $t^2/2$, $t^3/6$ and $t^4/24$ and moving everything with a factor $t^5$ into the error gives the coefficients of $t^0,\dots,t^4$:

$$1,\quad A,\quad \tfrac12A^2,\quad \tfrac16A^3+C,\quad \tfrac1{24}A^4+\tfrac12(AC+CA).$$

**The product.** If $f=p+O(t^5)$ and $g=q+O(t^5)$ with quartic polynomials $p,q$, then $fg-pq=(f-p)g+p(g-q)=O(t^5)$, since $g$ and $p$ are bounded for $|t|\le1$. The terms of $pq$ beyond $t^4$ are also $O(t^5)$. The series of the three factors of $S(t)$ may therefore be multiplied and cut. The word $X^iY^jX^l$ with $j\ge1$ gets the coefficient $1/(2^{i+l}\,i!\,j!\,l!)$, the word $X^k$ gets $1/k!$, and all other words get zero.

**Orders zero to two.** These are $1$, $X+Y$ and $\tfrac12(X^2+XY+YX+Y^2)=\tfrac12(X+Y)^2$, as required with $A=X+Y$.

**Order three.** In $\tfrac16(X+Y)^3$ every word has coefficient $\tfrac16$. Subtracting this from the cubic coefficient of $S$ leaves

$$-\tfrac1{24}(XXY-2XYX+YXX)+\tfrac1{12}(YYX-2YXY+XYY).$$

The brackets are $[X,[X,Y]]$ and $[Y,[Y,X]]$, so the difference is the $C$ defined above.

**Order four.** No freedom remains: $\tfrac1{24}(X+Y)^4+\tfrac12\bigl((X+Y)C+C(X+Y)\bigr)$ must equal the quartic coefficient of $S$. In $(X+Y)C+C(X+Y)$, the coefficient of a four-letter word is the coefficient in $C$ of its last three letters plus that of its first three. Both sides are unchanged when words are reversed, so one word from each mirror pair is enough.

| Word | $\tfrac1{24}+\tfrac12(\text{last three}+\text{first three})$ | In $S$ |
|---|---|---|
| $XXXY$ | $\tfrac1{24}+\tfrac12(-\tfrac1{24}+0)$ | $\tfrac1{48}$ |
| $XXYX$ | $\tfrac1{24}+\tfrac12(\tfrac1{12}-\tfrac1{24})$ | $\tfrac1{16}$ |
| $XXYY$ | $\tfrac1{24}+\tfrac12(\tfrac1{12}-\tfrac1{24})$ | $\tfrac1{16}$ |
| $XYYX$ | $\tfrac1{24}+\tfrac12(\tfrac1{12}+\tfrac1{12})$ | $\tfrac18$ |
| $XYXY$ | $\tfrac1{24}+\tfrac12(-\tfrac16+\tfrac1{12})$ | $0$ |
| $YXXY$ | $\tfrac1{24}+\tfrac12(-\tfrac1{24}-\tfrac1{24})$ | $0$ |
| $XYYY$ | $\tfrac1{24}+\tfrac12(0+\tfrac1{12})$ | $\tfrac1{12}$ |
| $YXYY$ | $\tfrac1{24}+\tfrac12(\tfrac1{12}-\tfrac16)$ | $0$ |

The middle column equals the last in every row, and $X^4$ and $Y^4$ have coefficient $\tfrac1{24}$ on both sides. The two functions thus share their expansion through $t^4$, and their difference is bounded by $M|t|^5$.

## The step, its correction and the coefficient lists in Lean

The argument uses only sums, products, a norm and convergence of the exponential series. The Lean development accordingly replaces matrices by elements of a complex normed algebra `𝔸`, and assumes completeness where the series is needed. The time step is complex, which covers real and imaginary time together.

```lean
import Mathlib

open Asymptotics
open NormedSpace (exp)

namespace SymmetricTrotter

noncomputable section

variable {𝔸 : Type*} [NormedRing 𝔸] [NormedAlgebra ℂ 𝔸]

local notation "disc" => Filter.principal (Metric.closedBall (0 : ℂ) 1)
```

The commutator, the step and the correction are written as in the derivation. A dot `•` multiplies an algebra element by a complex number.

```lean
/-- The commutator `[X, Y]`. -/
def comm (X Y : 𝔸) : 𝔸 := X * Y - Y * X

/-- The symmetric Trotter step `exp(tX/2) exp(tY) exp(tX/2)`. -/
def symmStep (X Y : 𝔸) (t : ℂ) : 𝔸 :=
  exp ((t / 2) • X) * exp (t • Y) * exp ((t / 2) • X)

/-- The cubic correction `-[X,[X,Y]]/24 + [Y,[Y,X]]/12` to the generator. -/
def cubicCorrection (X Y : 𝔸) : 𝔸 :=
  -((1 / 24 : ℂ) • comm X (comm X Y)) + (1 / 12 : ℂ) • comm Y (comm Y X)
```

Agreement through fourth order is a big-O relation along the principal filter of the closed unit disc. With this filter, one constant must serve on the whole disc, not only for sufficiently small $t$.

```lean
/-- Two functions of the time step agree through fourth order: on the whole unit disc
they differ by at most a constant times `‖t‖ ^ 5`. -/
def Agree (f g : ℂ → 𝔸) : Prop := (fun t => f t - g t) =O[disc] fun t : ℂ => t ^ 5
```

An expansion is stored as a sequence of coefficients, of which `quartic` reads the first five. `cauchy` multiplies two such sequences, and `expCoeff` lists the coefficients found above for $e^{tA+t^3C}$.

```lean
/-- The quartic polynomial in the time step with coefficients `a 0, ..., a 4`. -/
def quartic (a : ℕ → 𝔸) (t : ℂ) : 𝔸 :=
  a 0 + t • a 1 + t ^ 2 • a 2 + t ^ 3 • a 3 + t ^ 4 • a 4

/-- The coefficients of a product of two power series. -/
def cauchy (a b : ℕ → 𝔸) (n : ℕ) : 𝔸 := ∑ i ∈ Finset.range (n + 1), a i * b (n - i)

/-- The coefficients of `exp(tA + t³C)` through fourth order, continued by zero. -/
def expCoeff (A C : 𝔸) : ℕ → 𝔸
  | 0 => 1
  | 1 => A
  | 2 => (1 / 2 : ℂ) • A ^ 2
  | 3 => (1 / 6 : ℂ) • A ^ 3 + C
  | 4 => (1 / 24 : ℂ) • A ^ 4 + (1 / 2 : ℂ) • (A * C + C * A)
  | _ => 0
```

## Expansions with a uniform error on the disc

A continuous function is bounded on the compact disc. Hence $t^5$ times a continuous function can always be absorbed into the error, which is what `Agree.change` does.

```lean
omit [NormedAlgebra ℂ 𝔸] in
/-- A continuous function of the time step is bounded on the unit disc. -/
theorem bounded_on_disc {r : ℂ → 𝔸} (hr : Continuous r) :
    r =O[disc] fun _ => (1 : ℂ) := by
  obtain ⟨K, hK⟩ :=
    (isCompact_closedBall (0 : ℂ) 1).exists_bound_of_continuousOn hr.continuousOn
  exact isBigO_principal.2 ⟨K, fun t ht => by simpa using hK t ht⟩

/-- Changing the approximant by `t⁵` times a continuous function preserves agreement
through fourth order. -/
theorem Agree.change {f g h r : ℂ → 𝔸} (hfg : Agree f g) (hr : Continuous r)
    (e : ∀ t, g t - h t = t ^ 5 • r t) : Agree f h :=
  IsBigO.triangle hfg (((isBigO_refl (fun t : ℂ => t ^ 5) _).smul (bounded_on_disc hr)).congr
    (fun t => (e t).symm) (fun t => by simp))
```

The product rule follows the splitting $(f-p)g+p(g-q)$. In the code `h1` and `h2` bound the two parts, and `g` is written as its error plus its polynomial to show that it is bounded. The function `r` collects the terms of orders five to eight, divided by $t^5$.

```lean
/-- Expansions through fourth order multiply by the Cauchy product. -/
theorem Agree.mul {f g : ℂ → 𝔸} {a b : ℕ → 𝔸} (hf : Agree f (quartic a))
    (hg : Agree g (quartic b)) : Agree (fun t => f t * g t) (quartic (cauchy a b)) := by
  have hc : ∀ c : ℕ → 𝔸, Continuous (quartic c) := fun c => by
    unfold quartic
    fun_prop
  have hb : (fun t => g t - quartic b t + quartic b t) =O[disc] fun _ => (1 : ℂ) :=
    (IsBigO.trans hg (bounded_on_disc (by fun_prop))).add (bounded_on_disc (hc b))
  have h1 : (fun t => (f t - quartic a t) * (g t - quartic b t + quartic b t))
      =O[disc] fun t : ℂ => t ^ 5 :=
    (IsBigO.mul hf hb).congr (fun _ => rfl) (fun t => by simp)
  have h2 : (fun t => quartic a t * (g t - quartic b t)) =O[disc] fun t : ℂ => t ^ 5 :=
    (IsBigO.mul (bounded_on_disc (hc a)) hg).congr (fun _ => rfl) (fun t => by simp)
  have hp : Agree (fun t => f t * g t) (fun t => quartic a t * quartic b t) :=
    (h1.add h2).congr (fun t => by
      change (f t - quartic a t) * (g t - quartic b t + quartic b t)
        + quartic a t * (g t - quartic b t) = f t * g t - quartic a t * quartic b t
      noncomm_ring) (fun _ => rfl)
  -- the terms of order five and higher in the product of the two quartics
  refine hp.change (r := fun t => a 1 * b 4 + a 2 * b 3 + a 3 * b 2 + a 4 * b 1
    + t • (a 2 * b 4 + a 3 * b 3 + a 4 * b 2) + t ^ 2 • (a 3 * b 4 + a 4 * b 3)
    + t ^ 3 • (a 4 * b 4)) (by fun_prop) (fun t => ?_)
  simp only [quartic, cauchy, Finset.sum_range_succ, Finset.sum_range_zero, zero_add,
    Nat.sub_zero, Nat.sub_self, Nat.reduceSub, mul_add, add_mul, smul_mul_assoc,
    mul_smul_comm]
  module
```

The remainder estimate compares the tail with $\|Z\|^5\sum_n\|Z\|^n/n!$ term by term, using $(n+5)!\ge n!$.

```lean
/-- In a complex Banach algebra the exponential series cut after the quartic term has an error of at
most `‖Z‖⁵ exp ‖Z‖`. -/
theorem exp_remainder [CompleteSpace 𝔸] (Z : 𝔸) :
    ‖exp Z - (1 + Z + (1 / 2 : ℂ) • Z ^ 2 + (1 / 6 : ℂ) • Z ^ 3 + (1 / 24 : ℂ) • Z ^ 4)‖
      ≤ ‖Z‖ ^ 5 * Real.exp ‖Z‖ := by
  have hb : ∀ n : ℕ, ‖((n + 5).factorial : ℂ)⁻¹ • Z ^ (n + 5)‖
      ≤ ‖Z‖ ^ 5 * (‖Z‖ ^ n / (n.factorial : ℝ)) := fun n => by
    have h2 : ((n + 5).factorial : ℝ)⁻¹ ≤ (n.factorial : ℝ)⁻¹ :=
      inv_anti₀ (by positivity) (by exact_mod_cast Nat.factorial_le (by omega))
    rw [norm_smul, norm_inv, Complex.norm_natCast]
    refine (mul_le_mul h2 (norm_pow_le' Z (by omega)) (norm_nonneg _)
      (by positivity)).trans_eq ?_
    ring
  have hE : ∑' n : ℕ, ‖Z‖ ^ n / (n.factorial : ℝ) = Real.exp ‖Z‖ := by
    rw [Real.exp_eq_exp_ℝ, NormedSpace.exp_eq_tsum_div]
  have hg := (Real.summable_pow_div_factorial ‖Z‖).hasSum.mul_left (‖Z‖ ^ 5)
  rw [hE] at hg
  have hf : Summable (fun n : ℕ => (n.factorial : ℂ)⁻¹ • Z ^ n) :=
    (summable_nat_add_iff 5).1 (Summable.of_norm_bounded hg.summable hb)
  have he : exp Z = ∑' n : ℕ, (n.factorial : ℂ)⁻¹ • Z ^ n :=
    congrFun (NormedSpace.exp_eq_tsum ℂ) Z
  have hp : ∑ n ∈ Finset.range 5, (n.factorial : ℂ)⁻¹ • Z ^ n
      = 1 + Z + (1 / 2 : ℂ) • Z ^ 2 + (1 / 6 : ℂ) • Z ^ 3 + (1 / 24 : ℂ) • Z ^ 4 := by
    simp [Finset.sum_range_succ, Nat.factorial]
  rw [← hp, sub_eq_of_eq_add' (he.trans (hf.sum_add_tsum_nat_add 5).symm)]
  exact tsum_of_norm_bounded hg hb
```

For $Z=tA+t^3C$, the constant `K` is the bound called $L$ above. The function `r` is built from the expansions of $B^2$, $B^3$ and $B^4$, and `module` checks the resulting polynomial identity.

```lean
/-- The expansion of `exp(tA + t³C)` through fourth order in the time step, in a complex Banach
algebra. -/
theorem exp_expansion [CompleteSpace 𝔸] (A C : 𝔸) :
    Agree (fun t => exp (t • A + t ^ 3 • C)) (quartic (expCoeff A C)) := by
  obtain ⟨K, hK⟩ := (isCompact_closedBall (0 : ℂ) 1).exists_bound_of_continuousOn
    (f := fun t : ℂ => A + t ^ 2 • C) (by fun_prop)
  have h : Agree (fun t => exp (t • A + t ^ 3 • C)) (fun t => 1 + (t • A + t ^ 3 • C)
      + (1 / 2 : ℂ) • (t • A + t ^ 3 • C) ^ 2 + (1 / 6 : ℂ) • (t • A + t ^ 3 • C) ^ 3
      + (1 / 24 : ℂ) • (t • A + t ^ 3 • C) ^ 4) := by
    refine isBigO_principal.2 ⟨K ^ 5 * Real.exp K, fun t ht => (exp_remainder _).trans ?_⟩
    have hK0 : 0 ≤ K := (norm_nonneg _).trans (hK t ht)
    have hZ : ‖t • A + t ^ 3 • C‖ ≤ ‖t‖ * K := by
      rw [show t • A + t ^ 3 • C = t • (A + t ^ 2 • C) by module, norm_smul]
      exact mul_le_mul_of_nonneg_left (hK t ht) (norm_nonneg t)
    have hZ' := hZ.trans (mul_le_of_le_one_left hK0 (by simpa using ht))
    calc _ ≤ (‖t‖ * K) ^ 5 * Real.exp K := by gcongr
      _ = K ^ 5 * Real.exp K * ‖t ^ 5‖ := by
        rw [norm_pow]
        ring
  refine h.change (r := fun t => (t / 2) • (C * C)
    + (1 / 6 : ℂ) • (C * (A + t ^ 2 • C) ^ 2 + A * C * (A + t ^ 2 • C) + A ^ 2 * C)
    + (t / 24) • (C * (A + t ^ 2 • C) ^ 3 + A * C * (A + t ^ 2 • C) ^ 2
      + A ^ 2 * C * (A + t ^ 2 • C) + A ^ 3 * C)) (by fun_prop) (fun t => ?_)
  simp only [quartic, expCoeff, pow_succ, pow_zero, one_mul, mul_add, add_mul, smul_add,
    smul_mul_assoc, mul_smul_comm, smul_smul, mul_assoc]
  module
```

## The coefficient comparison

The next theorem contains the order-by-order comparison, including the table. `interval_cases` separates the five orders, `simp` expands both sides into noncommutative words, and `module` compares their numerical coefficients. Each factor of the step is a plain exponential, so its list is `expCoeff` with second argument `0`.

```lean
/-- Through fourth order, the coefficients of the symmetric step are those of
`exp(t(X+Y) + t³C)` with `C` the cubic correction. -/
theorem coeff_match (X Y : 𝔸) (k : ℕ) (hk : k < 5) :
    cauchy (cauchy (expCoeff ((1 / 2 : ℂ) • X) 0) (expCoeff Y 0))
      (expCoeff ((1 / 2 : ℂ) • X) 0) k = expCoeff (X + Y) (cubicCorrection X Y) k := by
  interval_cases k <;>
  simp only [cauchy, expCoeff, cubicCorrection, comm, Finset.sum_range_succ,
    Finset.sum_range_zero, Nat.sub_zero, Nat.sub_self, Nat.reduceSub, pow_succ, pow_zero,
    one_mul, mul_one, mul_zero, zero_mul, smul_zero, add_zero, zero_add, mul_add, add_mul,
    mul_sub, sub_mul, mul_neg, neg_mul, smul_add, smul_sub, smul_neg, smul_mul_assoc,
    mul_smul_comm, smul_smul, mul_assoc] <;>
  module
```

Two uses of the product rule then give the expansion of the whole step.

```lean
/-- The expansion of the symmetric step through fourth order, in a complex Banach algebra. -/
theorem symmStep_expansion [CompleteSpace 𝔸] (X Y : 𝔸) :
    Agree (symmStep X Y) (quartic (expCoeff (X + Y) (cubicCorrection X Y))) := by
  have h : ∀ A : 𝔸, Agree (fun t => exp (t • A)) (quartic (expCoeff A 0)) := fun A => by
    simpa only [smul_zero, add_zero] using exp_expansion A 0
  have hS := ((h ((1 / 2 : ℂ) • X)).mul (h Y)).mul (h ((1 / 2 : ℂ) • X))
  have hq : quartic (cauchy (cauchy (expCoeff ((1 / 2 : ℂ) • X) 0) (expCoeff Y 0))
      (expCoeff ((1 / 2 : ℂ) • X) 0))
      = quartic (expCoeff (X + Y) (cubicCorrection X Y)) := by
    funext t
    simp only [quartic, coeff_match X Y 0 (by norm_num), coeff_match X Y 1 (by norm_num),
      coeff_match X Y 2 (by norm_num), coeff_match X Y 3 (by norm_num),
      coeff_match X Y 4 (by norm_num)]
  rw [hq] at hS
  simp only [smul_smul, mul_one_div] at hS
  exact hS
```

## The bound in a Banach algebra and for matrices

The step and the corrected exponential both agree with the same quartic polynomial, so the triangle inequality bounds their difference. In words: for any `X` and `Y` in a complex Banach algebra there is a real `M` such that the bound holds for every complex `t` with `‖t‖ ≤ 1`.

```lean
/-- In a complex Banach algebra the symmetric step equals `exp(t(X+Y) + t³C)`, with `C` the cubic
correction, up to an error of at most `M‖t‖⁵` for all complex `‖t‖ ≤ 1`, where the constant `M` may
depend on `X` and `Y` but not on `t`. -/
theorem symmStep_error [CompleteSpace 𝔸] (X Y : 𝔸) :
    ∃ M : ℝ, ∀ t : ℂ, ‖t‖ ≤ 1 →
      ‖symmStep X Y t - exp (t • (X + Y) + t ^ 3 • cubicCorrection X Y)‖
        ≤ M * ‖t‖ ^ 5 := by
  obtain ⟨M, hM⟩ := isBigO_principal.1 (IsBigO.triangle (symmStep_expansion X Y)
    (IsBigO.symm (exp_expansion (X + Y) (cubicCorrection X Y))))
  exact ⟨M, fun t ht => by simpa only [norm_pow] using hM t (by simpa using ht)⟩
```

The matrix theorem restricts this to real `t`. The opened scope `Matrix.Norms.L2Operator` selects the operator norm induced by the Euclidean vector norm, and completeness follows from finite dimension. The matrices need not be Hermitian.

```lean
open scoped Matrix.Norms.L2Operator in
/-- For complex square matrices and real `|t| ≤ 1`, the symmetric step equals `exp(t(X+Y) + t³C)`,
with `C` the cubic correction, up to an operator-norm error of at most `M|t|⁵`, where the constant
`M` may depend on `X` and `Y` but not on `t`. -/
theorem matrix_symmStep_error {n : Type*} [Fintype n] [DecidableEq n]
    (X Y : Matrix n n ℂ) :
    ∃ M : ℝ, ∀ t : ℝ, |t| ≤ 1 →
      ‖symmStep X Y (t : ℂ) - exp ((t : ℂ) • (X + Y) + (t : ℂ) ^ 3 • cubicCorrection X Y)‖
        ≤ M * |t| ^ 5 := by
  have : CompleteSpace (Matrix n n ℂ) := FiniteDimensional.complete ℂ _
  obtain ⟨M, hM⟩ := symmStep_error X Y
  refine ⟨M, fun t ht => ?_⟩
  have hn : ‖(t : ℂ)‖ = |t| := by simp
  have h := hM t (hn.trans_le ht)
  rwa [hn] at h

end

end SymmetricTrotter
```

Since `M` is chosen after `X` and `Y`, the theorem gives neither its value nor its growth with basis or system size. It concerns a single step, not the error accumulated over many steps or the statistical error of sampling auxiliary fields. Unbounded operators, such as the kinetic energy in continuous space, enter only after they have been replaced by finite matrices or other bounded operators.

```lean
#print axioms SymmetricTrotter.symmStep_error
#print axioms SymmetricTrotter.matrix_symmStep_error
```

```
'SymmetricTrotter.symmStep_error' depends on axioms: [propext, Classical.choice, Quot.sound]
'SymmetricTrotter.matrix_symmStep_error' depends on axioms: [propext, Classical.choice, Quot.sound]
```
